# The local retarded Green's function of a clean semicircular band has negative imaginary part in the upper half-plane

Take a clean, non-interacting band centred at zero energy, with a semicircular density of states of half-width D > 0 normalised to one. For complex energy z with Im z > 0, its local retarded Green's function is G(z) = 2(z − i√(D² − z²))/D², with the principal square root. The theorem `bandGreen_im_neg` says that Im G(z) < 0 there. The proof calls the root w and uses Re w ≥ 0 with the real and imaginary parts of w² = D² − z² to show that Re w > Im z. The result then follows from Im G = 2(Im z − Re w)/D².

The first attempt, which Lean rejects:

```lean
import Mathlib

open Complex

namespace BandGreenImNeg

noncomputable section

/-- A formula in the complex energy `z`, written with the principal square root. For `D > 0` it is
the retarded Green's function of a clean semicircular band of half-width `D` when `z` lies in the
upper half-plane or inside the real band. -/
def bandGreen (D : ℝ) (z : ℂ) : ℂ :=
  2 * (z - I * ((D : ℂ) ^ 2 - z ^ 2) ^ (1 / 2 : ℂ)) / (D : ℂ) ^ 2

/-- The principal square root has nonnegative real part. -/
theorem root_re_nonneg (w : ℂ) : 0 ≤ (w ^ (1 / 2 : ℂ)).re := by
  by_cases hw : w = 0
  · rw [hw, Complex.zero_cpow (by norm_num)]
    simp
  · have him : (Complex.log w * (1 / 2 : ℂ)).im = w.arg / 2 := by
      have h2 : (1 / 2 : ℂ) = ((1 / 2 : ℝ) : ℂ) := by norm_num
      rw [h2, Complex.im_mul_ofReal, Complex.log_im]
      ring
    rw [Complex.cpow_def_of_ne_zero hw, Complex.exp_re, him]
    exact mul_nonneg (Real.exp_pos _).le (Real.cos_nonneg_of_mem_Icc
      ⟨by linarith [Complex.neg_pi_lt_arg w], by linarith [Complex.arg_le_pi w]⟩)

/-- For `D > 0`, the clean Green's function has negative imaginary part in the upper half-plane. -/
theorem bandGreen_im_neg {D : ℝ} {z : ℂ} (hD : 0 < D) (hz : 0 < z.im) :
    (bandGreen D z).im < 0 := by
  obtain ⟨w, hw⟩ : ∃ w, w = ((D : ℂ) ^ 2 - z ^ 2) ^ (1 / 2 : ℂ) := ⟨_, rfl⟩
  have hre : 0 ≤ w.re := hw ▸ root_re_nonneg _
  have hsq : w ^ 2 = (D : ℂ) ^ 2 - z ^ 2 := by
    rw [hw, one_div]
    exact_mod_cast Complex.cpow_nat_inv_pow ((D : ℂ) ^ 2 - z ^ 2) two_ne_zero
  have h1 := congrArg Complex.re hsq
  have h2 := congrArg Complex.im hsq
  simp only [pow_two, Complex.sub_re, Complex.sub_im, Complex.mul_re, Complex.mul_im,
    Complex.ofReal_re, Complex.ofReal_im] at h1 h2
  have h3 : w.re * w.im = -(z.re * z.im) := by linarith
  have key : (w.re ^ 2 - z.im ^ 2) * (w.re ^ 2 + z.re ^ 2) = w.re ^ 2 * D ^ 2 := by
    linear_combination w.re ^ 2 * h1 + (w.re * w.im - z.re * z.im) * h3
  have ha : 0 < w.re := by
    rcases hre.eq_or_lt with h0 | h0
    · have hxy : z.re * z.im = 0 := by
        rw [← h0] at h3
        linarith
      have hx : z.re = 0 := (mul_eq_zero.1 hxy).resolve_right hz.ne'
      rw [← h0, hx] at h1
      nlinarith [mul_pos hD hD, mul_pos hz hz, mul_self_nonneg w.im]
    · exact h0
  -- the real part of the root exceeds the imaginary part of the energy
  have hlt : z.im < w.re := by
    by_contra hc
    have hle : 0 ≤ z.im ^ 2 - w.re ^ 2 := by nlinarith [not_lt.1 hc]
    have hpos : 0 < w.re ^ 2 * D ^ 2 := by positivity
    nlinarith [mul_nonneg hle (add_nonneg (sq_nonneg w.re) (sq_nonneg z.re))]
  have hG : bandGreen D z = ((2 / D ^ 2 : ℝ) : ℂ) * (z - I * w) := by
    rw [bandGreen, ← hw]
    push_cast
    ring
  rw [hG, Complex.im_ofReal_mul, Complex.sub_im, Complex.I_mul_im]
  exact mul_neg_of_pos_of_neg (by positivity) (by linarith)

end

end BandGreenImNeg
```

Messages:

```
Main.lean:35:4: error: (deterministic) timeout at `whnf`, maximum number of heartbeats (200000) has been reached

Note: Use `set_option maxHeartbeats <num>` to set the limit.

Hint: Additional diagnostic information may be available using the `set_option diagnostics true` command.
Main.lean:28:0: error: (deterministic) timeout at `whnf`, maximum number of heartbeats (200000) has been reached

Note: Use `set_option maxHeartbeats <num>` to set the limit.

Hint: Additional diagnostic information may be available using the `set_option diagnostics true` command.
```

Cause. Both messages are timeouts, so neither says that a step is false. The limit of 200000 heartbeats covers the whole declaration, and it was reached during `whnf`, which unfolds terms. The first message falls on the `exact_mod_cast` line, which should prove w² = D² − z². The second is placed at the start of the theorem, whose shared budget was already spent.

`Complex.cpow_nat_inv_pow` has as exponent the inverse of the natural number 2 cast to ℂ, where the goal has the inverse of the complex numeral 2. `exact_mod_cast` had to reconcile the two in a goal that also contains the cast of `D`. The messages don't show which term was being unfolded when the limit was reached.

The repair avoids this step. `hroot` proves the identity for any complex `u`: `Complex.cpow_nat_mul`, used backwards, merges the two powers, `norm_num` turns the exponent 2 · (1/2) into 1, and `Complex.cpow_one` finishes. `exact hroot _` then fits the goal without cast normalisation.

No message points to the old proofs of `hre` and `hle`. Replacing `▸` by a plain rewrite and an `nlinarith` search by a direct monotonicity lemma makes those steps more explicit, but the messages don't show that either change was needed.

After these edits no error is left:

```diff
@@ -30,8 +30,13 @@
     (bandGreen D z).im < 0 := by
   obtain ⟨w, hw⟩ : ∃ w, w = ((D : ℂ) ^ 2 - z ^ 2) ^ (1 / 2 : ℂ) := ⟨_, rfl⟩
-  have hre : 0 ≤ w.re := hw ▸ root_re_nonneg _
+  have hroot : ∀ u : ℂ, (u ^ (1 / 2 : ℂ)) ^ 2 = u := by
+    intro u
+    rw [← Complex.cpow_nat_mul, show ((2 : ℕ) : ℂ) * (1 / 2) = 1 by norm_num, Complex.cpow_one]
+  have hre : 0 ≤ w.re := by
+    rw [hw]
+    exact root_re_nonneg _
   have hsq : w ^ 2 = (D : ℂ) ^ 2 - z ^ 2 := by
-    rw [hw, one_div]
-    exact_mod_cast Complex.cpow_nat_inv_pow ((D : ℂ) ^ 2 - z ^ 2) two_ne_zero
+    rw [hw]
+    exact hroot _
   have h1 := congrArg Complex.re hsq
   have h2 := congrArg Complex.im hsq
@@ -53,5 +58,6 @@
   have hlt : z.im < w.re := by
     by_contra hc
-    have hle : 0 ≤ z.im ^ 2 - w.re ^ 2 := by nlinarith [not_lt.1 hc]
+    have hle : 0 ≤ z.im ^ 2 - w.re ^ 2 :=
+      sub_nonneg.2 (pow_le_pow_left₀ hre (not_lt.1 hc) 2)
     have hpos : 0 < w.re ^ 2 * D ^ 2 := by positivity
     nlinarith [mul_nonneg hle (add_nonneg (sq_nonneg w.re) (sq_nonneg z.re))]
```
